# Time delay from a single Green function: Q = Wᴴ Gᴴ G W for a finite Hermitian system with constant coupling

To compute the delay matrix of a finite, non-interacting scattering model at energy E, one can invert a single matrix and multiply, with no numerical differentiation of the scattering matrix S. The inverse is the Green function G = (E - H + i W Wᴴ/2)⁻¹, with H the Hamiltonian of the system and W its coupling to the channels. In units with ħ = 1, the product Wᴴ Gᴴ G W is the Wigner-Smith matrix Q = -i Sᴴ dS/dE. For a Hermitian system with energy-independent coupling, this holds wherever G exists.

## The model

```lean
import Mathlib

open Matrix Topology
open Complex (I)
open scoped ComplexOrder

namespace WignerSmithDelay

noncomputable section

variable {n m : Type*} [Fintype n] [DecidableEq n] [Fintype m] [DecidableEq m]
```

The finite index types `n` and `m` label the system's basis states and the channels. Either may have any size.

```lean
/-- The operator `E - H + i W Wᴴ / 2` of a system `H` coupled to channels by `W`. -/
def openOp (H : Matrix n n ℂ) (W : Matrix n m ℂ) (E : ℝ) : Matrix n n ℂ :=
  (E : ℂ) • (1 : Matrix n n ℂ) - H + (I / 2) • (W * Wᴴ)
```

This is the operator to be inverted, called A below:

A(E) = E - H + i W Wᴴ/2

The energy E is real, and W does not depend on it. Energy-dependent leads and channel thresholds are therefore not covered.

```lean
/-- The Green function `G(E) = (E - H + i W Wᴴ / 2)⁻¹`. -/
def green (H : Matrix n n ℂ) (W : Matrix n m ℂ) (E : ℝ) : Matrix n n ℂ :=
  (openOp H W E)⁻¹
```

G is the matrix inverse of A. The theorems that use it assume det A ≠ 0.

```lean
/-- The scattering matrix `S(E) = 1 - i Wᴴ G(E) W`. -/
def smatrix (H : Matrix n n ℂ) (W : Matrix n m ℂ) (E : ℝ) : Matrix m m ℂ :=
  1 - I • (Wᴴ * green H W E * W)
```

S = 1 - i Wᴴ G W. Without coupling, S is the identity.

```lean
/-- The Wigner-Smith matrix `Q = -i Sᴴ dS/dE`, with `S` differentiated entry by entry. -/
def wignerSmith (H : Matrix n n ℂ) (W : Matrix n m ℂ) (E : ℝ) : Matrix m m ℂ :=
  (-I) • ((smatrix H W E)ᴴ * Matrix.of fun a b => deriv (fun x : ℝ => smatrix H W x a b) E)
```

Q contains the actual derivative (`deriv`) of each entry of S. Units have ħ = 1; otherwise the delay matrix is ħQ. Its eigenvalues are the proper delay times.

## When the Green function exists

```lean
variable {H : Matrix n n ℂ} {W : Matrix n m ℂ} {E : ℝ}

omit [DecidableEq m] in
lemma green_mul (h : (openOp H W E).det ≠ 0) : green H W E * openOp H W E = 1 :=
  Matrix.nonsing_inv_mul _ (isUnit_iff_ne_zero.mpr h)
```

If det A ≠ 0, then G A = 1.

```lean
omit [DecidableEq m] in
lemma mul_green (h : (openOp H W E).det ≠ 0) : openOp H W E * green H W E = 1 :=
  Matrix.mul_nonsing_inv _ (isUnit_iff_ne_zero.mpr h)
```

Likewise A G = 1.

```lean
omit [Fintype n] [DecidableEq m] in
/-- For Hermitian `H`, the operator `E - H + i W Wᴴ / 2` and its adjoint differ by `i W Wᴴ`. -/
lemma openOp_adjoint (hH : H.IsHermitian) :
    (openOp H W E)ᴴ = openOp H W E - I • (W * Wᴴ) := by
  have h1 : star (I / 2) = -(I / 2) := by
    rw [Complex.star_def, map_div₀, Complex.conj_I, map_ofNat]; ring
  have h2 : star (E : ℂ) = E := Complex.conj_ofReal E
  rw [openOp, conjTranspose_add, conjTranspose_sub, conjTranspose_smul, conjTranspose_smul,
    conjTranspose_one, conjTranspose_mul, conjTranspose_conjTranspose, hH.eq, h1, h2]
  module
```

For Hermitian H, taking the adjoint only flips the sign of the coupling term:

Aᴴ = E - H - i W Wᴴ/2 = A - i W Wᴴ

```lean
omit [DecidableEq m] in
/-- `G(E)` exists exactly when `H` has no eigenvector at energy `E` decoupled from all channels. -/
theorem green_exists_iff (hH : H.IsHermitian) : (openOp H W E).det ≠ 0 ↔
    ∀ v : n → ℂ, H *ᵥ v = (E : ℂ) • v → Wᴴ *ᵥ v = 0 → v = 0 := by
  have hexp : ∀ v : n → ℂ, openOp H W E *ᵥ v =
      (E : ℂ) • v - H *ᵥ v + (I / 2) • (W *ᵥ (Wᴴ *ᵥ v)) := fun v => by
    rw [openOp, add_mulVec, sub_mulVec, smul_mulVec, smul_mulVec, one_mulVec, ← mulVec_mulVec]
  rw [Ne, ← Matrix.exists_mulVec_eq_zero_iff]
  constructor
  · intro h v hv hW
    by_contra h0
    exact h ⟨v, h0, by rw [hexp, hv, hW, mulVec_zero, smul_zero, sub_self, add_zero]⟩
  · rintro h ⟨v, h0, hv⟩
    -- the anti-Hermitian part forces the channel amplitudes to vanish
    have h1 : star v ⬝ᵥ ((openOp H W E)ᴴ *ᵥ v) = 0 := by
      rw [dotProduct_mulVec, ← star_mulVec, hv, star_zero, zero_dotProduct]
    have h2 : star (Wᴴ *ᵥ v) = star v ᵥ* W := by
      rw [star_mulVec, conjTranspose_conjTranspose]
    rw [openOp_adjoint hH, sub_mulVec, hv, zero_sub, smul_mulVec, dotProduct_neg,
      dotProduct_smul, ← mulVec_mulVec, dotProduct_mulVec, ← h2] at h1
    have h3 := (smul_eq_zero.mp (neg_eq_zero.mp h1)).resolve_left Complex.I_ne_zero
    have hW : Wᴴ *ᵥ v = 0 := dotProduct_star_self_eq_zero.mp h3
    rw [hexp, hW, mulVec_zero, smul_zero, add_zero, sub_eq_zero] at hv
    exact h0 (h v hv.symm hW)
```

In words: for Hermitian H, A is invertible exactly when every v with Hv = Ev and Wᴴv = 0 is zero. The condition det A ≠ 0 thus excludes a bound state at E that no channel can reach.

By hand, suppose Av = 0. Then

0 = vᴴ Aᴴ v = vᴴ A v - i vᴴ W Wᴴ v = -i |Wᴴv|²

so Wᴴv = 0, and Av = 0 reduces to Hv = Ev. Conversely, a nonzero decoupled eigenvector at E satisfies Av = 0. Lean's `h1` is the displayed equation.

## Differentiating G and S

```lean
omit [DecidableEq m] in
/-- The resolvent identity `G(x) - G(y) = (y - x) G(x) G(y)`. -/
lemma resolvent {x y : ℝ} (hx : (openOp H W x).det ≠ 0) (hy : (openOp H W y).det ≠ 0) :
    green H W x - green H W y = ((y : ℂ) - x) • (green H W x * green H W y) := by
  have hA : openOp H W y - openOp H W x = ((y : ℂ) - x) • (1 : Matrix n n ℂ) := by
    unfold openOp; module
  calc green H W x - green H W y
      = green H W x * (openOp H W y - openOp H W x) * green H W y := by
        rw [mul_sub, sub_mul, green_mul hx, mul_assoc, mul_green hy, mul_one, one_mul]
    _ = _ := by rw [hA, mul_smul_comm, smul_mul_assoc, mul_one]
```

Since A(y) - A(x) = y - x,

G(x) - G(y) = G(x) [A(y) - A(x)] G(y) = (y - x) G(x) G(y)

```lean
omit [Fintype n] [DecidableEq m] in
lemma continuous_openOp : Continuous (fun x : ℝ => openOp H W x) :=
  ((Complex.continuous_ofReal.smul continuous_const).sub continuous_const).add continuous_const
```

A depends continuously on energy.

```lean
omit [DecidableEq m] in
/-- The energy derivative of the Green function is `-G²`, entry by entry. -/
theorem green_hasDerivAt (h : (openOp H W E).det ≠ 0) (i j : n) :
    HasDerivAt (fun x : ℝ => green H W x i j) ((-(green H W E * green H W E)) i j) E := by
  have hc := continuous_openOp (H := H) (W := W)
  have hd := hc.matrix_det
  have hG : ContinuousAt (fun x : ℝ => green H W x) E := by
    have he : (fun x : ℝ => green H W x) =
        fun x => ((openOp H W x).det)⁻¹ • (openOp H W x).adjugate := by
      funext x; rw [green, Matrix.inv_def, Ring.inverse_eq_inv']
    rw [he]
    exact (hd.continuousAt.inv₀ h).smul hc.matrix_adjugate.continuousAt
  have hm : Continuous (fun M : Matrix n n ℂ => (-(M * green H W E)) i j) :=
    (continuous_id.matrix_mul continuous_const).neg.matrix_elem i j
  have hp : Filter.Tendsto (fun x : ℝ => (-(green H W x * green H W E)) i j) (𝓝 E)
      (𝓝 ((-(green H W E * green H W E)) i j)) := (hm.tendsto _).comp hG
  rw [hasDerivAt_iff_tendsto_slope]
  refine (hp.mono_left nhdsWithin_le_nhds).congr' ?_
  -- the difference quotient is given exactly by the resolvent identity
  filter_upwards [nhdsWithin_le_nhds (hd.continuousAt.eventually_ne h), self_mem_nhdsWithin]
    with x hx hne
  have hne' : (x : ℂ) - E ≠ 0 := sub_ne_zero.mpr (by exact_mod_cast hne)
  have hr : green H W x i j - green H W E i j =
      ((E : ℂ) - x) * (green H W x * green H W E) i j :=
    congrFun (congrFun (resolvent hx h) i) j
  change _ = (x - E)⁻¹ • (green H W x i j - green H W E i j)
  rw [hr, Complex.real_smul, Matrix.neg_apply]
  push_cast
  linear_combination ((green H W x * green H W E) i j) * inv_mul_cancel₀ hne'
```

`HasDerivAt f f' E` says that f is differentiable at E with derivative f'. Dividing the previous identity by x - E gives

[G(x) - G(E)]/(x - E) = -G(x) G(E) → -G(E)²

The limit needs G to be continuous at E, which Lean gets by writing G as the adjugate of A over det A.

```lean
/-- The energy derivative of the scattering matrix is `i Wᴴ G² W`, entry by entry. -/
theorem smatrix_hasDerivAt (h : (openOp H W E).det ≠ 0) (a b : m) :
    HasDerivAt (fun x : ℝ => smatrix H W x a b)
      ((I • (Wᴴ * (green H W E * green H W E) * W)) a b) E := by
  have h1 : HasDerivAt (fun x : ℝ => ∑ j, (∑ i, Wᴴ a i * green H W x i j) * W j b)
      (∑ j, (∑ i, Wᴴ a i * (-(green H W E * green H W E)) i j) * W j b) E :=
    HasDerivAt.fun_sum fun j _ => (HasDerivAt.fun_sum fun i _ =>
      (green_hasDerivAt h i j).const_mul _).mul_const _
  have h2 : HasDerivAt (fun x : ℝ => smatrix H W x a b)
      (-(I * (Wᴴ * (-(green H W E * green H W E)) * W) a b)) E :=
    (h1.const_mul I).const_sub ((1 : Matrix m m ℂ) a b)
  refine h2.congr_deriv ?_
  rw [Matrix.mul_neg, Matrix.neg_mul, Matrix.neg_apply, Matrix.smul_apply, smul_eq_mul]
  ring
```

W is constant, so

dS/dE = -i Wᴴ (-G²) W = i Wᴴ G² W

## The delay matrix

```lean
omit [DecidableEq m] in
/-- For Hermitian `H`, the Green function satisfies `i (G - Gᴴ) = G W Wᴴ Gᴴ`. -/
theorem spectral_identity (hH : H.IsHermitian) (h : (openOp H W E).det ≠ 0) :
    I • (green H W E - (green H W E)ᴴ) = green H W E * (W * Wᴴ) * (green H W E)ᴴ := by
  have h0 : (openOp H W E)ᴴ * (green H W E)ᴴ = 1 := by
    rw [← conjTranspose_mul, green_mul h, conjTranspose_one]
  have h1 : I • (green H W E * (W * Wᴴ) * (green H W E)ᴴ) = (green H W E)ᴴ - green H W E := by
    calc _ = green H W E * (openOp H W E - (openOp H W E)ᴴ) * (green H W E)ᴴ := by
          rw [openOp_adjoint hH, sub_sub_cancel, mul_smul_comm, smul_mul_assoc]
      _ = _ := by rw [mul_sub, sub_mul, green_mul h, one_mul, mul_assoc, h0, mul_one]
  rw [← neg_sub (green H W E)ᴴ (green H W E), ← h1, smul_neg, smul_smul, Complex.I_mul_I,
    neg_smul, one_smul, neg_neg]
```

Use A - Aᴴ = i W Wᴴ, G A = 1 and Aᴴ Gᴴ = 1:

i G W Wᴴ Gᴴ = G (A - Aᴴ) Gᴴ = Gᴴ - G

Multiplying by -i gives i(G - Gᴴ) = G W Wᴴ Gᴴ.

```lean
/-- The Wigner-Smith matrix equals `Wᴴ Gᴴ G W`, is positive semidefinite, and has trace
`Tr i (G - Gᴴ)`. -/
theorem wignerSmith_main (hH : H.IsHermitian) (h : (openOp H W E).det ≠ 0) :
    wignerSmith H W E = Wᴴ * (green H W E)ᴴ * green H W E * W ∧
    (wignerSmith H W E).PosSemidef ∧
    (wignerSmith H W E).trace = (I • (green H W E - (green H W E)ᴴ)).trace := by
  have hd : (Matrix.of fun a b => deriv (fun x : ℝ => smatrix H W x a b) E) =
      I • (Wᴴ * (green H W E * green H W E) * W) := by
    ext a b; exact (smatrix_hasDerivAt h a b).deriv
  have h0 : (green H W E)ᴴ * (openOp H W E)ᴴ = 1 := by
    rw [← conjTranspose_mul, mul_green h, conjTranspose_one]
  have hGA : (green H W E)ᴴ * openOp H W E = 1 + I • ((green H W E)ᴴ * (W * Wᴴ)) := by
    rw [← h0, openOp_adjoint hH, mul_sub, mul_smul_comm, sub_add_cancel]
  have hS : (smatrix H W E)ᴴ = 1 + I • (Wᴴ * ((green H W E)ᴴ * W)) := by
    rw [smatrix, conjTranspose_sub, conjTranspose_one, conjTranspose_smul, conjTranspose_mul,
      conjTranspose_mul, conjTranspose_conjTranspose, Complex.star_def, Complex.conj_I,
      neg_smul, sub_neg_eq_add]
  -- the adjoint scattering matrix turns one factor `G` into `Gᴴ`
  have key : (smatrix H W E)ᴴ * Wᴴ = Wᴴ * ((green H W E)ᴴ * openOp H W E) := by
    rw [hS, hGA, Matrix.add_mul, Matrix.one_mul, Matrix.smul_mul, Matrix.mul_add,
      Matrix.mul_one, Matrix.mul_smul]
    simp only [Matrix.mul_assoc]
  have hQ : wignerSmith H W E = Wᴴ * (green H W E)ᴴ * green H W E * W := by
    rw [wignerSmith, hd, Matrix.mul_smul, smul_smul, show -I * I = 1 by simp, one_smul]
    calc _ = (smatrix H W E)ᴴ * Wᴴ * (green H W E * green H W E) * W := by
          simp only [Matrix.mul_assoc]
      _ = Wᴴ * (green H W E)ᴴ * (openOp H W E * green H W E) * green H W E * W := by
          rw [key]; simp only [Matrix.mul_assoc]
      _ = _ := by rw [mul_green h, Matrix.mul_one]
  have hQ' : wignerSmith H W E = (green H W E * W)ᴴ * (green H W E * W) := by
    rw [hQ, conjTranspose_mul]; simp only [Matrix.mul_assoc]
  refine ⟨hQ, hQ' ▸ posSemidef_conjTranspose_mul_self _, ?_⟩
  rw [hQ', spectral_identity hH h, Matrix.trace_mul_comm, conjTranspose_mul]
  simp only [Matrix.mul_assoc]
```

The theorem assumes that H is Hermitian and det A ≠ 0. Its three parts, joined by `∧`, are the formula for Q, its positive semidefiniteness and its trace. First, Gᴴ A = Gᴴ (Aᴴ + i W Wᴴ) = 1 + i Gᴴ W Wᴴ, so

Sᴴ Wᴴ = (1 + i Wᴴ Gᴴ W) Wᴴ = Wᴴ Gᴴ A

This is `key` in the code. Then

Q = -i Sᴴ (i Wᴴ G² W) = Wᴴ Gᴴ A G² W = Wᴴ Gᴴ G W = (GW)ᴴ (GW)

For any channel vector c, cᴴQc = |GWc|² ≥ 0, so no eigenvalue of Q is negative. Cycling the trace gives

Tr Q = Tr G W Wᴴ Gᴴ = Tr i(G - Gᴴ)

which is 2π times the density of states -Im Tr G/π of the open system.

## The scattering phase

```lean
/-- The determinant of the scattering matrix is `conj D / D` with `D = det (E - H + i W Wᴴ / 2)`. -/
theorem det_smatrix (hH : H.IsHermitian) (h : (openOp H W E).det ≠ 0) :
    (smatrix H W E).det = star (openOp H W E).det / (openOp H W E).det := by
  have h1 : smatrix H W E = 1 - Wᴴ * (I • (green H W E * W)) := by
    rw [smatrix, Matrix.mul_smul, Matrix.mul_assoc]
  have h2 : 1 - (I • (green H W E * W)) * Wᴴ = green H W E * (openOp H W E)ᴴ := by
    rw [openOp_adjoint hH, mul_sub, green_mul h, mul_smul_comm, Matrix.smul_mul,
      Matrix.mul_assoc]
  have h3 : (green H W E).det * (openOp H W E).det = 1 := by
    rw [← det_mul, green_mul h, det_one]
  rw [h1, Matrix.det_one_sub_mul_comm, h2, det_mul, det_conjTranspose, eq_div_iff h]
  linear_combination star (openOp H W E).det * h3
```

Let H be Hermitian and let D = det A be nonzero. Because det(1 - XY) = det(1 - YX), even for rectangular factors,

det S = det(1 - i G W Wᴴ) = det(G Aᴴ) = conj(D)/D

```lean
omit [DecidableEq m] in
/-- The energy derivative of `D = det (E - H + i W Wᴴ / 2)` is `D Tr G`. -/
lemma det_openOp_hasDerivAt (h : (openOp H W E).det ≠ 0) :
    HasDerivAt (fun x : ℝ => (openOp H W x).det)
      ((openOp H W E).det * (green H W E).trace) E := by
  have h1 : HasDerivAt (fun w : ℂ => (1 + w • green H W E).det) (green H W E).trace
      ((E - E : ℝ) : ℂ) := by
    rw [sub_self, Complex.ofReal_zero]

    have h2 := (((hasDerivAt_id' (0 : ℂ)).const_mul (green H W E).trace).const_add 1).fun_add
      ((Polynomial.hasDerivAt (Matrix.det (1 + (Polynomial.X : Polynomial ℂ) •
        (green H W E).map Polynomial.C)).divX.divX 0).fun_mul
        ((hasDerivAt_id' (0 : ℂ)).fun_pow 2))
    exact (h2.congr_deriv (by simp)).congr_of_eventuallyEq
      (Filter.Eventually.of_forall fun w => Matrix.det_one_add_smul w (green H W E))
  have hu : HasDerivAt (fun x : ℝ => ((x - E : ℝ) : ℂ)) ((1 : ℝ) : ℂ) E :=
    ((hasDerivAt_id' E).sub_const E).ofReal_comp
  have h3 := (HasDerivAt.comp E h1 hu).const_mul (openOp H W E).det
  refine (h3.congr_deriv (by simp)).congr_of_eventuallyEq (Filter.Eventually.of_forall ?_)
  intro x
  change (openOp H W x).det =
    (openOp H W E).det * (1 + ((x - E : ℝ) : ℂ) • green H W E).det
  rw [← det_mul, mul_add, mul_one, mul_smul_comm, mul_green h]
  congr 1
  unfold openOp
  push_cast
  module
```

For every x, A(x) = A(E) [1 + (x - E) G(E)]. For small w, det(1 + wG) = 1 + w Tr G + O(w²), so dD/dE = D Tr G. Lean keeps the remainder as an explicit polynomial times w².

```lean
/-- Friedel relation in differential form: `d(det S)/dE = i (Tr Q) det S`, with `Q` the
Wigner-Smith matrix. -/
theorem friedel (hH : H.IsHermitian) (h : (openOp H W E).det ≠ 0) :
    HasDerivAt (fun x : ℝ => (smatrix H W x).det)
      (I * (wignerSmith H W E).trace * (smatrix H W E).det) E := by
  have hD := det_openOp_hasDerivAt h
  have hev := (continuous_openOp (H := H) (W := W)).matrix_det.continuousAt.eventually_ne h
  have hq := hD.star.fun_div hD h
  refine (hq.congr_deriv ?_).congr_of_eventuallyEq (hev.mono fun x hx => det_smatrix hH hx)
  have hI : I * (I * ((green H W E).trace - star (green H W E).trace)) =
      star (green H W E).trace - (green H W E).trace := by
    linear_combination ((green H W E).trace - star (green H W E).trace) * Complex.I_mul_I
  rw [(wignerSmith_main hH h).2.2, det_smatrix hH h, trace_smul, trace_sub,
    trace_conjTranspose, smul_eq_mul, star_mul', hI]
  field_simp

end

end WignerSmithDelay
```

Again for Hermitian H and D ≠ 0 at E, the quotient rule applied to conj(D)/D gives

d(det S)/dE = [conj(Tr G) - Tr G] det S = i (Tr Q) det S

With det S = exp(iθ), this reads dθ/dE = Tr Q: the total phase grows at the rate set by the density of states. This is the Friedel relation at one energy; the sum rule that counts electrons up to the Fermi level requires a further integration over energy.

```lean
#print axioms WignerSmithDelay.green_exists_iff
#print axioms WignerSmithDelay.green_hasDerivAt
#print axioms WignerSmithDelay.friedel
```

```
'WignerSmithDelay.green_exists_iff' depends on axioms: [propext, Classical.choice, Quot.sound]
'WignerSmithDelay.green_hasDerivAt' depends on axioms: [propext, Classical.choice, Quot.sound]
'WignerSmithDelay.friedel' depends on axioms: [propext, Classical.choice, Quot.sound]
```
